# A slab built from unmodified bulk hoppings has no levels outside the bulk energy range

Take a crystal with orthonormal orbitals and finite-range hoppings, and cut it into a slab $L$ cells thick, leaving every remaining matrix element at its bulk value. At a fixed in-plane momentum, let $h_R$ be the matrix of hoppings between the orbitals of two cells separated by the integer $R$ across the slab, nonzero for finitely many $R$; $h_0$ includes the on-site energies. With unit cell spacing, define

$$H(k)=\sum_R h_R e^{ikR},\qquad S_{i\alpha,j\beta}=(h_{i-j})_{\alpha\beta},\qquad i,j=0,\dots,L-1 .$$

Here $H(k)$ is the bulk Hamiltonian, $S$ the slab Hamiltonian, and $\alpha,\beta$ label orbitals. Besides numbering cells, $i$ denotes the imaginary unit, as in $e^{ikR}$. With blocks $h_{i-j}$, a bulk wave $e^{ikj}u$ sees $H(-k)$, so $k$ has the opposite sign to the usual convention; this is harmless because the assumptions concern all $k$.

Suppose $H(k)$ is Hermitian and $a\|x\|^2\le\langle x,H(k)x\rangle\le b\|x\|^2$ for all $k$ and $x$. The sharpest choices of $a$ and $b$ are the bottom of the lowest band and the top of the highest. Then every eigenvalue of $S$ is real and lies in $[a,b]$. Surface states may still appear in gaps between bands.

## The slab energy as an average of bulk energies

Take momenta $k_m=2\pi m/N$, $m=0,\dots,N-1$. For an integer $q$ with $0<|q|<N$, the number $z=e^{2\pi iq/N}$ satisfies $z\ne1$ and $z^N=1$. From $(1-z)\sum_m z^m=1-z^N=0$ it follows that

$$\sum_m e^{ik_mq}=N\delta_{q0}\qquad(|q|<N).$$

For a slab state $\psi$ with cell components $\psi_j$, let $\phi(k)=\sum_j e^{ikj}\psi_j$. Then

$$\langle\phi(k),H(k)\phi(k)\rangle=\sum_{i,j,R}e^{ik(R-(i-j))}\langle\psi_i,h_R\psi_j\rangle .$$

Choose $N\ge1$ with $N\ge L$ and $N\ge|R|+L$ for every hopping. Since $|i-j|\le L-1$, we have $|R-(i-j)|<N$, and averaging keeps only $R=i-j$:

$$\frac1N\sum_m\langle\phi(k_m),H(k_m)\phi(k_m)\rangle=\langle\psi,S\psi\rangle .$$

Taking $h_0=1$ and no other hopping gives $\frac1N\sum_m\|\phi(k_m)\|^2=\|\psi\|^2$. Averaging the bulk bounds now yields

$$a\|\psi\|^2\le\langle\psi,S\psi\rangle\le b\|\psi\|^2 ,$$

with a real middle term. If $S\psi=E\psi$ and $\psi\ne0$, that term is $E\|\psi\|^2$; dividing by $\|\psi\|^2$ proves the claim.

## Hoppings, slab and momenta in Lean

The finite type `n` labels orbitals, and the finitely supported map `h` holds the hoppings.

```lean
import Mathlib

open Matrix

namespace WannierSlab

noncomputable section

variable {n : Type*} [Fintype n] {L : ℕ}

/-- The plane-wave phase `exp(i k q)` at momentum `k` and integer cell position `q`. -/
def phase (k : ℝ) (q : ℤ) : ℂ := Complex.exp (Complex.I * k * q)

/-- The Bloch Hamiltonian `H(k) = ∑ h_R exp(i k R)` of finitely many hoppings. -/
def bloch (h : ℤ →₀ Matrix n n ℂ) (k : ℝ) : Matrix n n ℂ :=
  h.sum fun R A => phase k R • A

/-- The open slab of `L` cells, with the bulk hopping `h_(i-j)` between cells `i` and `j`. -/
def slab (L : ℕ) (h : ℤ →₀ Matrix n n ℂ) : Matrix (Fin L × n) (Fin L × n) ℂ :=
  Matrix.of fun p q => h (((p.1 : ℕ) : ℤ) - ((q.1 : ℕ) : ℤ)) p.2 q.2
```

States need not be normalised: the physical expectation value is `expect A x` divided by `weight x`, which is the squared norm. The name `blochSum` denotes $\phi(k)$, a transform of coefficients, not a Bloch sum of orbitals.

```lean
/-- The unnormalised expectation value `⟨x, A x⟩`. -/
def expect (A : Matrix n n ℂ) (x : n → ℂ) : ℂ := star x ⬝ᵥ (A *ᵥ x)

/-- The squared norm of a state. -/
def weight (x : n → ℂ) : ℝ := ∑ i, Complex.normSq (x i)

/-- The Fourier transform of a slab state, at momentum `k`. -/
def blochSum (ψ : Fin L × n → ℂ) (k : ℝ) : n → ℂ :=
  fun α => ∑ j : Fin L, phase k ((j : ℕ) : ℤ) * ψ (j, α)

/-- The `m`-th momentum `2πm/N` of a uniform mesh of `N ≥ 1` points. -/
def mesh (N m : ℕ) : ℝ := 2 * Real.pi * m / N
```

## Selecting the hopping between two cells

The first lemma is the geometric sum above; `hz` shows $z\ne1$, because $q=rN$ with $r\ne0$ would contradict $|q|<N$.

```lean
/-- Phases summed over an `N`-point mesh select zero separation, among separations
smaller than `N` in modulus. -/
theorem mesh_orthogonality {N : ℕ} {q : ℤ} (hq : |q| < N) :
    ∑ m ∈ Finset.range N, phase (mesh N m) q = if q = 0 then (N : ℂ) else 0 := by
  split_ifs with h
  · simp [phase, h]
  · have hNz : (0 : ℤ) < N := lt_of_le_of_lt (abs_nonneg q) hq
    have hN : (N : ℂ) ≠ 0 := by
      have : N ≠ 0 := by omega
      exact_mod_cast this
    let z : ℂ := Complex.exp (2 * Real.pi * Complex.I * (q / N))
    have hp : ∀ m : ℕ, phase (mesh N m) q = z ^ m := by
      intro m
      dsimp only [z]
      rw [← Complex.exp_nat_mul, phase, mesh]
      congr 1
      push_cast
      ring
    have hzN : z ^ N = 1 := by
      dsimp only [z]
      rw [← Complex.exp_nat_mul]
      exact Complex.exp_eq_one_iff.mpr ⟨q, by field_simp⟩
    have hz : z ≠ 1 := by
      intro hz
      obtain ⟨r, hr⟩ := Complex.exp_eq_one_iff.mp hz
      have h1 : (q : ℂ) / N = r :=
        mul_left_cancel₀ Complex.two_pi_I_ne_zero (by rw [hr]; ring)
      rw [div_eq_iff hN] at h1
      have h2 : q = r * N := by exact_mod_cast h1
      have hr0 : r ≠ 0 := by
        rintro rfl
        exact h (by simpa using h2)
      have h3 := Int.one_le_abs hr0
      rw [h2, abs_mul, Nat.abs_cast] at hq
      nlinarith
    -- a geometric sum of a nontrivial root of unity vanishes
    have hg := mul_neg_geom_sum z N
    rw [hzN, sub_self] at hg
    simp only [hp]
    exact (mul_eq_zero.mp hg).resolve_left (sub_ne_zero.mpr hz.symm)
```

Next comes the expansion of the bulk energy. Conjugation reverses the phase of cell $i$ (`hs`), and the three exponentials combine (`hp`).

```lean
/-- The bulk energy of a Fourier-transformed slab state, expanded in pairs of cells
and hoppings. -/
theorem expect_bloch (h : ℤ →₀ Matrix n n ℂ) (ψ : Fin L × n → ℂ) (k : ℝ) :
    expect (bloch h k) (blochSum ψ k) =
      ∑ α, ∑ i : Fin L, ∑ β, ∑ j : Fin L, ∑ R ∈ h.support,
        phase k (R - (((i : ℕ) : ℤ) - ((j : ℕ) : ℤ))) *
          (star (ψ (i, α)) * (h R α β * ψ (j, β))) := by
  have hb : ∀ α β, bloch h k α β = ∑ R ∈ h.support, phase k R * h R α β := by
    intro α β
    simp [bloch, Finsupp.sum, Matrix.sum_apply]
  change ∑ α, star (∑ i : Fin L, phase k ((i : ℕ) : ℤ) * ψ (i, α)) *
    (∑ β, bloch h k α β * ∑ j : Fin L, phase k ((j : ℕ) : ℤ) * ψ (j, β)) = _
  refine Finset.sum_congr rfl fun α _ => ?_
  rw [star_sum, Finset.sum_mul]
  refine Finset.sum_congr rfl fun i _ => ?_
  rw [Finset.mul_sum]
  refine Finset.sum_congr rfl fun β _ => ?_
  rw [Finset.mul_sum, Finset.mul_sum]
  refine Finset.sum_congr rfl fun j _ => ?_
  rw [hb, Finset.sum_mul, Finset.mul_sum]
  refine Finset.sum_congr rfl fun R _ => ?_
  have hs : star (phase k ((i : ℕ) : ℤ)) = phase k (-((i : ℕ) : ℤ)) := by
    change (starRingEnd ℂ) (Complex.exp _) = Complex.exp _
    rw [← Complex.exp_conj]
    simp
  have hp : phase k (R - (((i : ℕ) : ℤ) - ((j : ℕ) : ℤ))) =
      phase k (-((i : ℕ) : ℤ)) * phase k R * phase k ((j : ℕ) : ℤ) := by
    simp only [phase]
    rw [← Complex.exp_add, ← Complex.exp_add]
    congr 1
    push_cast
    ring
  rw [star_mul', hs, hp]
  ring
```

Repeated use of `Finset.sum_comm` moves the momentum sum inside, where orthogonality leaves $R=i-j$. If that separation is outside the support, its hopping is zero and both sides vanish.

```lean
/-- On a mesh with `N ≥ |R| + L` for every hopping range `R`, the slab energy is the
mesh average of bulk energies. -/
theorem slab_energy_eq_mesh_sum (h : ℤ →₀ Matrix n n ℂ) (ψ : Fin L × n → ℂ) {N : ℕ}
    (hN : ∀ R ∈ h.support, |R| + L ≤ N) :
    (N : ℂ) * expect (slab L h) ψ =
      ∑ m ∈ Finset.range N, expect (bloch h (mesh N m)) (blochSum ψ (mesh N m)) := by
  have hs : expect (slab L h) ψ = ∑ α, ∑ i : Fin L, ∑ β, ∑ j : Fin L,
      star (ψ (i, α)) * (h (((i : ℕ) : ℤ) - ((j : ℕ) : ℤ)) α β * ψ (j, β)) := by
    simp only [expect, dotProduct, Matrix.mulVec, Fintype.sum_prod_type_right,
      Finset.mul_sum, slab, Matrix.of_apply, Pi.star_apply]
  simp only [expect_bloch]
  rw [hs, Finset.mul_sum]
  refine Eq.trans (Finset.sum_congr rfl fun α _ => ?_) Finset.sum_comm
  rw [Finset.mul_sum]
  refine Eq.trans (Finset.sum_congr rfl fun i _ => ?_) Finset.sum_comm
  rw [Finset.mul_sum]
  refine Eq.trans (Finset.sum_congr rfl fun β _ => ?_) Finset.sum_comm
  rw [Finset.mul_sum]
  refine Eq.trans (Finset.sum_congr rfl fun j _ => ?_) Finset.sum_comm
  refine Eq.trans ?_ Finset.sum_comm
  -- only the hopping joining the two cells survives the average
  have hR : ∀ R ∈ h.support, ∑ m ∈ Finset.range N,
      phase (mesh N m) (R - (((i : ℕ) : ℤ) - ((j : ℕ) : ℤ))) *
        (star (ψ (i, α)) * (h R α β * ψ (j, β))) =
      if R = ((i : ℕ) : ℤ) - ((j : ℕ) : ℤ) then
        (N : ℂ) * (star (ψ (i, α)) * (h R α β * ψ (j, β))) else 0 := by
    intro R hR
    have hlt : |R - (((i : ℕ) : ℤ) - ((j : ℕ) : ℤ))| < N := by
      have h1 := hN R hR
      have h2 := neg_abs_le R
      have h3 := le_abs_self R
      have h4 := i.isLt
      have h5 := j.isLt
      rw [abs_lt]
      constructor <;> omega
    rw [← Finset.sum_mul, mesh_orthogonality hlt]
    simp only [sub_eq_zero, ite_mul, zero_mul]
  rw [Finset.sum_congr rfl hR, Finset.sum_ite_eq']
  split_ifs with hd
  · rfl
  · simp [Finsupp.notMem_support_iff.mp hd]
```

The identity Hamiltonian turns this energy formula into the norm relation.

```lean
/-- The expectation value of the identity is the squared norm. -/
theorem expect_one [DecidableEq n] (x : n → ℂ) : expect 1 x = (weight x : ℂ) := by
  simp [expect, weight, dotProduct, Complex.normSq_eq_conj_mul_self]

/-- Parseval relation: on a mesh of `N ≥ L` points, the squared norm of a slab state is
the mesh average of that of its Fourier transform. -/
theorem mesh_parseval (ψ : Fin L × n → ℂ) {N : ℕ} (hN : L ≤ N) :
    (N : ℝ) * weight ψ = ∑ m ∈ Finset.range N, weight (blochSum ψ (mesh N m)) := by
  classical
  have hs : slab L (Finsupp.single 0 (1 : Matrix n n ℂ)) = 1 := by
    ext ⟨i, α⟩ ⟨j, β⟩
    by_cases hij : i = j
    · subst hij
      simp [slab, Matrix.one_apply]
    · have hne : (0 : ℤ) ≠ ((i : ℕ) : ℤ) - ((j : ℕ) : ℤ) := by
        have := Fin.val_ne_of_ne hij
        omega
      rw [slab, Matrix.of_apply, Finsupp.single_apply, if_neg hne]
      simp [hij]
  have hb : ∀ k, bloch (Finsupp.single 0 (1 : Matrix n n ℂ)) k = 1 := by
    intro k
    simp [bloch, phase]
  have key := slab_energy_eq_mesh_sum (Finsupp.single 0 (1 : Matrix n n ℂ)) ψ (N := N) (by
    intro R hR
    have h0 := Finset.mem_singleton.mp (Finsupp.support_single_subset hR)
    subst h0
    simpa using hN)
  simp only [hs, hb, expect_one] at key
  exact_mod_cast key
```

A suitable $N$ is the largest hopping range plus $L+1$.

```lean
omit [Fintype n] in
/-- For finitely many hoppings and any slab length a sufficiently fine mesh exists. -/
theorem exists_mesh (L : ℕ) (h : ℤ →₀ Matrix n n ℂ) :
    ∃ N : ℕ, 0 < N ∧ L ≤ N ∧ ∀ R ∈ h.support, |R| + L ≤ N := by
  refine ⟨h.support.sup Int.natAbs + L + 1, by omega, by omega, fun R hR => ?_⟩
  have := Finset.le_sup (f := Int.natAbs) hR
  rw [Int.abs_eq_natAbs]
  omega
```

## The eigenvalue bound

The eigenvalue `E` starts as a complex number. Hypotheses `ha` and `hb` bound real parts, while `hH` makes the bulk expectation values real (`hreal`). The proof sums the bounds over the mesh and cancels the positive factor `N * weight ψ`.

```lean
/-- If `H(k)` is Hermitian with `a ≤ H(k) ≤ b` for all `k`, every eigenvalue of the open
slab is real and lies in `[a, b]`. -/
theorem slab_eigenvalue_mem_bandwidth (h : ℤ →₀ Matrix n n ℂ) {a b : ℝ}
    (hH : ∀ k, (bloch h k).IsHermitian)
    (ha : ∀ k x, a * weight x ≤ (expect (bloch h k) x).re)
    (hb : ∀ k x, (expect (bloch h k) x).re ≤ b * weight x)
    {ψ : Fin L × n → ℂ} (hψ : ψ ≠ 0) {E : ℂ} (hE : slab L h *ᵥ ψ = E • ψ) :
    E.im = 0 ∧ a ≤ E.re ∧ E.re ≤ b := by
  classical
  obtain ⟨N, hpos, hL, hN⟩ := exists_mesh L h
  have hNr : (0 : ℝ) < N := by exact_mod_cast hpos
  have hw : 0 < weight ψ := by
    obtain ⟨i, hi⟩ := Function.ne_iff.mp hψ
    exact Finset.sum_pos' (fun _ _ => Complex.normSq_nonneg _)
      ⟨i, Finset.mem_univ i, Complex.normSq_pos.mpr hi⟩
  have he : expect (slab L h) ψ = E * (weight ψ : ℂ) := by
    rw [← expect_one, expect, expect, hE, dotProduct_smul, Matrix.one_mulVec, smul_eq_mul]
  have key := slab_energy_eq_mesh_sum h ψ hN
  rw [he] at key
  have hre := congrArg Complex.re key
  have him := congrArg Complex.im key
  simp only [Complex.re_sum, Complex.mul_re, Complex.mul_im, Complex.natCast_re,
    Complex.natCast_im, Complex.ofReal_re, Complex.ofReal_im, mul_zero, zero_mul,
    sub_zero, zero_add] at hre
  simp only [Complex.im_sum, Complex.mul_re, Complex.mul_im, Complex.natCast_re,
    Complex.natCast_im, Complex.ofReal_re, Complex.ofReal_im, mul_zero, zero_mul,
    sub_zero, add_zero, zero_add] at him
  -- bulk expectation values are real
  have hreal : ∀ k x, (expect (bloch h k) x).im = 0 := by
    intro k x
    have hx : expect (bloch h k) x = star (expect (bloch h k) x) := by
      unfold expect
      conv_lhs => rw [Matrix.star_dotProduct, Matrix.star_mulVec, (hH k).eq,
        ← Matrix.dotProduct_mulVec]
    exact Complex.conj_eq_iff_im.mp hx.symm
  simp only [hreal, Finset.sum_const_zero] at him
  have hP := mesh_parseval ψ hL
  -- average the bulk bounds over the mesh
  have h1 := Finset.sum_le_sum (s := Finset.range N)
    (fun m _ => ha (mesh N m) (blochSum ψ (mesh N m)))
  have h2 := Finset.sum_le_sum (s := Finset.range N)
    (fun m _ => hb (mesh N m) (blochSum ψ (mesh N m)))
  rw [← Finset.mul_sum, ← hP, ← hre] at h1
  rw [← Finset.mul_sum, ← hP, ← hre] at h2
  have hNw : 0 < (N : ℝ) * weight ψ := mul_pos hNr hw
  refine ⟨?_, ?_, ?_⟩
  · have h3 : E.im * ((N : ℝ) * weight ψ) = 0 := by linarith
    exact (mul_eq_zero.mp h3).resolve_right hNw.ne'
  · exact le_of_mul_le_mul_right (by linarith) hNw
  · exact le_of_mul_le_mul_right (by linarith) hNw
```

Without `hH`, reality can fail: for one orbital with $h_0=i$ and no other hopping, the real-part bounds hold with $a=b=0$, yet every slab with $L\ge1$ has eigenvalue $i$.

For non-interacting Wannier models, the theorem constrains slab spectra at each fixed in-plane momentum. A real surface also changes on-site energies and hoppings near the cut, and these changes can push levels outside $[a,b]$.

## A zero-energy state between the bands

In the dimerised chain, orbital 1 of each cell couples only to orbital 0 of the next.

```lean
/-- The fully dimerised two-orbital chain, with unit hopping only between
neighbouring cells. -/
def dimer : ℤ →₀ Matrix (Fin 2) (Fin 2) ℂ :=
  Finsupp.single 1 !![0, 1; 0, 0] + Finsupp.single (-1) !![0, 0; 1, 0]
```

Its $H(k)$ has zero diagonal and off-diagonal entries $e^{\pm ik}$, so $H(k)^2=1$ and $E^2=1$.

```lean
/-- Every bulk energy of the dimerised chain is `1` or `-1`. -/
theorem dimer_bulk_energy (k : ℝ) {u : Fin 2 → ℂ} (hu : u ≠ 0) {E : ℂ}
    (hE : bloch dimer k *ᵥ u = E • u) : E = 1 ∨ E = -1 := by
  have hb : bloch dimer k = !![0, phase k 1; phase k (-1), 0] := by
    have hs : ∀ (r : ℤ) (A : Matrix (Fin 2) (Fin 2) ℂ),
        (Finsupp.single r A).sum (fun R B => phase k R • B) = phase k r • A := by
      intro r A
      exact Finsupp.sum_single_index (by simp)
    rw [bloch, dimer, Finsupp.sum_add_index' (fun _ => smul_zero _)
      (fun _ _ _ => smul_add _ _ _), hs, hs]
    ext i j
    fin_cases i <;> fin_cases j <;> simp
  have hp : phase k 1 * phase k (-1) = 1 := by
    simp only [phase]
    rw [← Complex.exp_add]
    simp
  have hsq : bloch dimer k * bloch dimer k = 1 := by
    rw [hb]
    ext i j
    fin_cases i <;> fin_cases j <;>
      simp [Matrix.mul_apply, Fin.sum_univ_succ, hp, mul_comm (phase k (-1))]
  have h2 : (E * E) • u = u := by
    rw [← smul_smul, ← hE, ← Matrix.mulVec_smul, ← hE, Matrix.mulVec_mulVec, hsq,
      Matrix.one_mulVec]
  obtain ⟨i, hi⟩ := Function.ne_iff.mp hu
  have h3 : E * E * u i = 1 * u i := by simpa using congrFun h2 i
  exact mul_self_eq_one_iff.mp (mul_right_cancel₀ hi h3)
```

Orbital 0 of the first cell has lost its only partner, so its column in the slab matrix is zero. The state on that orbital has energy $0$, inside the bulk gap between $-1$ and $1$.

```lean
/-- In a dimerised slab of any positive length, the state on the first orbital of the
first cell has zero energy. -/
theorem dimer_surface_state (L : ℕ) :
    slab (L + 1) dimer *ᵥ Pi.single ((0 : Fin (L + 1)), (0 : Fin 2)) 1 = 0 := by
  have hd : ∀ r : ℤ, r ≠ -1 → ∀ α, dimer r α 0 = 0 := by
    intro r hr α
    by_cases h1 : r = 1
    · subst h1
      fin_cases α <;> simp [dimer]
    · simp [dimer, Ne.symm h1, Ne.symm hr]
  rw [Matrix.mulVec_single_one]
  ext ⟨i, α⟩
  change dimer (((i : ℕ) : ℤ) - ((0 : ℕ) : ℤ)) α 0 = 0
  exact hd _ (by omega) α

end

end WannierSlab
```
```lean
#print axioms WannierSlab.slab_energy_eq_mesh_sum
-- 'WannierSlab.slab_energy_eq_mesh_sum' depends on axioms: [propext, Classical.choice, Quot.sound]
#print axioms WannierSlab.slab_eigenvalue_mem_bandwidth
-- 'WannierSlab.slab_eigenvalue_mem_bandwidth' depends on axioms: [propext, Classical.choice, Quot.sound]
#print axioms WannierSlab.dimer_bulk_energy
-- 'WannierSlab.dimer_bulk_energy' depends on axioms: [propext, Classical.choice, Quot.sound]
#print axioms WannierSlab.dimer_surface_state
-- 'WannierSlab.dimer_surface_state' depends on axioms: [propext, Classical.choice, Quot.sound]
```
